# In a quartic Landau model, electrostriction about a spontaneous polarization gives a linear piezoelectric response

For a stress-free ferroelectric with polarization $P$ and strain $S$ in a field $E$, I take the Landau energy

$$F=\tfrac a2P^2+\tfrac b4P^4+\tfrac c2S^2-qSP^2-EP,\qquad a<0,\ c>0,$$

and find $dS/dE=q/(c\sqrt{-aB})$ at $E=0$ on the branch with $P>0$, where $B=b-2q^2/c>0$. But the coupling contains only $P^2$, so reversing $P$ leaves the strain unchanged. How can the strain then be linear in the field, and why does $B$ appear instead of $b$?

## The spontaneous polarization supplies the linear term

Your coefficient is right. The strain is quadratic in $P$, but the field changes $P$ about a nonzero value $P_s=\sqrt{-a/B}$, and the square has a nonzero slope there. The coefficient $B$ appears because the strain relaxes as the polarization changes.

Setting both partial derivatives of $F$ to zero gives

$$cS-qP^2=0,\qquad aP+bP^3-2qSP-E=0.$$

The first equation is the zero-stress condition, $S=qP^2/c$. Inserted into the second, it gives the equation of state

$$aP+BP^3=E,\qquad B=b-\frac{2q^2}{c}.$$

At $E=0$ the nonzero solutions satisfy $a+BP^2=0$, so $P=\pm P_s$. These states minimize the zero-field energy, since with $S_s=qP_s^2/c$

$$F(P,S)-F(P_s,S_s)=\frac c2\Big(S-\frac{qP^2}{c}\Big)^2+\frac B4\,(P^2-P_s^2)^2\ge0.$$

The slope of the equation of state at $P_s$ is $a+3BP_s^2=2BP_s^2>0$. It can therefore be solved for a differentiable $P(E)$ near zero field, with $dP/dE=1/(2BP_s^2)$ at $E=0$. The chain rule then gives, at that field,

$$\frac{dS}{dE}=\frac{2q}{c}P_s\,\frac{1}{2BP_s^2}=\frac{q}{cBP_s}=\frac{q}{c\sqrt{-aB}},$$

because $BP_s=\sqrt{-aB}$. At $-P_s$ the sign is reversed. On a branch through $P=0$ the factor $P$ removes the linear response, which is the symmetry you had in mind.

The Lean file below contains the whole argument.

```lean
import Mathlib

open Filter Topology

namespace LandauPiezoelectricity

noncomputable section

/-- Landau free energy of a crystal with polarization `P` and strain `S` in the field `E`,
with electrostrictive coupling `q`. -/
def freeEnergy (a b c q E P S : ℝ) : ℝ :=
  a * P ^ 2 / 2 + b * P ^ 4 / 4 + c * S ^ 2 / 2 - q * S * P ^ 2 - E * P

/-- The state `(P, S)` is stationary in the field `E`: both partial derivatives of the
free energy, with respect to polarization and to strain, vanish. -/
def IsStationary (a b c q E P S : ℝ) : Prop :=
  HasDerivAt (fun p => freeEnergy a b c q E p S) 0 P ∧
    HasDerivAt (fun s => freeEnergy a b c q E P s) 0 S

/-- The quartic coefficient `B = b - 2q²/c` after relaxation of the strain, for `c ≠ 0`. -/
def relaxedQuartic (b c q : ℝ) : ℝ := b - 2 * q ^ 2 / c

/-- The spontaneous polarization `√(-a/B)`, for `c ≠ 0`, `a < 0` and `B > 0`. -/
def spontaneousP (a b c q : ℝ) : ℝ := √(-a / relaxedQuartic b c q)

variable {a b c q : ℝ}

/-- For `c ≠ 0`, a state is stationary exactly when the strain is `q P² / c` and the
polarization obeys the equation of state `a P + B P³ = E`. -/
theorem isStationary_iff (hc : c ≠ 0) {E P S : ℝ} :
    IsStationary a b c q E P S ↔
      S = q * P ^ 2 / c ∧ a * P + relaxedQuartic b c q * P ^ 3 = E := by
  have sq (x : ℝ) : HasDerivAt (fun y : ℝ => y ^ 2) (2 * x) x := by
    simpa using hasDerivAt_pow 2 x
  have h4 : HasDerivAt (fun y : ℝ => y ^ 4) (4 * P ^ 3) P := by
    simpa using hasDerivAt_pow 4 P
  -- the two partial derivatives of the free energy
  have hP : HasDerivAt (fun p => freeEnergy a b c q E p S)
      (a * P + b * P ^ 3 - 2 * q * S * P - E) P :=
    ((((((sq P).const_mul a).div_const 2).fun_add ((h4.const_mul b).div_const 4)).add_const
      (c * S ^ 2 / 2)).fun_sub ((sq P).const_mul (q * S))).fun_sub
      ((hasDerivAt_id' P).const_mul E) |>.congr_deriv (by ring)
  have hS : HasDerivAt (fun s => freeEnergy a b c q E P s) (c * S - q * P ^ 2) S :=
    (((((sq S).const_mul c).div_const 2).const_add (a * P ^ 2 / 2 + b * P ^ 4 / 4)).fun_sub
      (((hasDerivAt_id' S).const_mul q).mul_const (P ^ 2))).sub_const (E * P)
      |>.congr_deriv (by ring)
  constructor
  · rintro ⟨h1, h2⟩
    have e1 := hP.unique h1
    have e2 := hS.unique h2
    have hs : S = q * P ^ 2 / c := by
      rw [eq_div_iff hc]
      linear_combination e2
    refine ⟨hs, ?_⟩
    rw [hs] at e1
    unfold relaxedQuartic
    linear_combination e1
  · rintro ⟨hs, he⟩
    refine ⟨hP.congr_deriv ?_, hS.congr_deriv ?_⟩
    · rw [hs]
      unfold relaxedQuartic at he
      linear_combination he
    · have := (eq_div_iff hc).1 hs
      linear_combination this

/-- For `c > 0` and `B > 0`, a state with `a + B P₀² = 0` and strain `q P₀² / c` is a global
minimum of the free energy at zero field. -/
theorem polar_state_minimizes (hc : 0 < c) (hB : 0 < relaxedQuartic b c q) {P₀ : ℝ}
    (h₀ : a + relaxedQuartic b c q * P₀ ^ 2 = 0) (P S : ℝ) :
    freeEnergy a b c q 0 P₀ (q * P₀ ^ 2 / c) ≤ freeEnergy a b c q 0 P S := by
  have ha : a = -(relaxedQuartic b c q * P₀ ^ 2) := by linarith
  -- the excess energy is a sum of two squares
  have key : freeEnergy a b c q 0 P S - freeEnergy a b c q 0 P₀ (q * P₀ ^ 2 / c) =
      c / 2 * (S - q * P ^ 2 / c) ^ 2 + relaxedQuartic b c q / 4 * (P ^ 2 - P₀ ^ 2) ^ 2 := by
    rw [ha]
    unfold freeEnergy relaxedQuartic
    field_simp
    ring
  have : 0 ≤ c / 2 * (S - q * P ^ 2 / c) ^ 2 +
      relaxedQuartic b c q / 4 * (P ^ 2 - P₀ ^ 2) ^ 2 := by positivity
  linarith

/-- The field `a P + B P³` needed to hold the polarization `P` has slope `a + 3 B P²`. -/
theorem equationOfState_deriv (a B x : ℝ) :
    HasStrictDerivAt (fun P : ℝ => a * P + B * P ^ 3) (a + 3 * B * x ^ 2) x := by
  have h := ((hasStrictDerivAt_id x).const_mul a).add
    ((hasStrictDerivAt_pow 3 x).const_mul B)
  have e : a + 3 * B * x ^ 2 = a * 1 + B * (((3 : ℕ) : ℝ) * x ^ (3 - 1)) := by
    push_cast
    ring
  rw [e]
  exact h

/-- For `c ≠ 0`, a zero-field solution `P₀` of the equation of state with `a + 3 B P₀² ≠ 0`
continues to a stationary branch that is differentiable in the field near `E = 0`. -/
theorem exists_branch (hc : c ≠ 0) {P₀ : ℝ}
    (h₀ : a * P₀ + relaxedQuartic b c q * P₀ ^ 3 = 0)
    (hslope : a + 3 * relaxedQuartic b c q * P₀ ^ 2 ≠ 0) :
    ∃ P S : ℝ → ℝ, P 0 = P₀ ∧ ∀ᶠ E in 𝓝 (0 : ℝ),
      DifferentiableAt ℝ P E ∧ DifferentiableAt ℝ S E ∧
        IsStationary a b c q E (P E) (S E) := by
  have hF := (equationOfState_deriv a (relaxedQuartic b c q) P₀).hasStrictFDerivAt_equiv hslope
  -- local inverse of the equation of state
  obtain ⟨P, hLip, hinv, hstart⟩ : ∃ P : ℝ → ℝ,
      (∃ K, ∃ s ∈ 𝓝 (a * P₀ + relaxedQuartic b c q * P₀ ^ 3), LipschitzOnWith K P s) ∧
      (∀ᶠ E in 𝓝 (a * P₀ + relaxedQuartic b c q * P₀ ^ 3),
        a * P E + relaxedQuartic b c q * P E ^ 3 = E) ∧
      P (a * P₀ + relaxedQuartic b c q * P₀ ^ 3) = P₀ :=
    ⟨_, hF.to_localInverse.exists_lipschitzOnWith, hF.eventually_right_inverse,
      hF.localInverse_apply_image⟩
  rw [h₀] at hLip hinv hstart
  obtain ⟨K, s, hs, hL⟩ := hLip
  have hcont : ∀ᶠ E in 𝓝 (0 : ℝ), ContinuousAt P E := by
    filter_upwards [eventually_mem_nhds_iff.2 hs] with E hE
    exact hL.continuousOn.continuousAt hE
  have hne : ∀ᶠ E in 𝓝 (0 : ℝ), a + 3 * relaxedQuartic b c q * P E ^ 2 ≠ 0 := by
    have h1 : ContinuousAt P 0 := hcont.self_of_nhds
    have h2 : ContinuousAt (fun E => a + 3 * relaxedQuartic b c q * P E ^ 2) 0 := by
      fun_prop
    exact h2.eventually_ne (by simpa only [hstart] using hslope)
  refine ⟨P, fun E => q * P E ^ 2 / c, hstart, ?_⟩
  filter_upwards [hcont, hne, eventually_eventually_nhds.2 hinv] with E h1 h2 h3
  have dP : DifferentiableAt ℝ P E := (HasDerivAt.of_local_left_inverse h1
    (equationOfState_deriv a (relaxedQuartic b c q) (P E)).hasDerivAt h2 h3).differentiableAt
  exact ⟨dP, ((dP.pow 2).const_mul q).div_const c,
    (isStationary_iff hc).2 ⟨rfl, h3.self_of_nhds⟩⟩

/-- On a stationary branch with `P` continuous at zero field, `c ≠ 0` and `a + 3 B P² ≠ 0`
there, `dP/dE = 1/(a + 3 B P²)` and `dS/dE = 2 (q/c) P dP/dE` at `E = 0`. -/
theorem branch_response (hc : c ≠ 0) {P S : ℝ → ℝ} (hP : ContinuousAt P 0)
    (hslope : a + 3 * relaxedQuartic b c q * P 0 ^ 2 ≠ 0)
    (h : ∀ᶠ E in 𝓝 (0 : ℝ), IsStationary a b c q E (P E) (S E)) :
    HasDerivAt P (a + 3 * relaxedQuartic b c q * P 0 ^ 2)⁻¹ 0 ∧
      HasDerivAt S (2 * (q / c) * P 0 * (a + 3 * relaxedQuartic b c q * P 0 ^ 2)⁻¹) 0 := by
  have h' := h.mono fun E hE => (isStationary_iff hc).1 hE
  have dP := HasDerivAt.of_local_left_inverse hP
    (equationOfState_deriv a (relaxedQuartic b c q) (P 0)).hasDerivAt hslope
    (h'.mono fun E hE => hE.2)
  refine ⟨dP, ?_⟩
  -- the strain follows the square of the polarization
  have dS := (dP.fun_mul dP).const_mul (q / c)
  refine (dS.congr_of_eventuallyEq ?_).congr_deriv (by ring)
  filter_upwards [h'] with E hE
  rw [hE.1]
  ring

/-- For `a < 0` and `B > 0` the spontaneous polarization satisfies `a + B P² = 0`. -/
theorem spontaneousP_sq (ha : a < 0) (hB : 0 < relaxedQuartic b c q) :
    a + relaxedQuartic b c q * spontaneousP a b c q ^ 2 = 0 := by
  unfold spontaneousP
  rw [Real.sq_sqrt (div_pos (neg_pos.2 ha) hB).le]
  have := div_mul_cancel₀ (-a) hB.ne'
  linear_combination this

/-- For `a < 0`, `c ≠ 0` and `B > 0`, the response `2 (q/c) P / (a + 3 B P²)` at the
spontaneous polarization equals `q / (c √(-a B))`. -/
theorem coefficient_eq (ha : a < 0) (hc : c ≠ 0) (hB : 0 < relaxedQuartic b c q) :
    2 * (q / c) * spontaneousP a b c q *
      (a + 3 * relaxedQuartic b c q * spontaneousP a b c q ^ 2)⁻¹ =
      q / (c * √(-a * relaxedQuartic b c q)) := by
  have hs := spontaneousP_sq ha hB
  have hp : 0 < spontaneousP a b c q := Real.sqrt_pos.2 (div_pos (neg_pos.2 ha) hB)
  generalize spontaneousP a b c q = p at hs hp ⊢
  generalize relaxedQuartic b c q = B at hs hB ⊢
  have h1 : -a * B = (B * p) ^ 2 := by linear_combination (-B) * hs
  have h2 : a + 3 * B * p ^ 2 = 2 * B * p ^ 2 := by linear_combination hs
  rw [h1, Real.sqrt_sq (by positivity), h2]
  have hB' := hB.ne'
  have hp' := hp.ne'
  field_simp

/-- For `a < 0`, `c > 0`, `B > 0` a stationary branch, differentiable near `E = 0`, starts at
the spontaneous polarization. Every stationary branch starting there with `P` continuous at
`E = 0` has `S = q P² / c` and `dS/dE = q / (c √(-a B))` at `E = 0`. -/
theorem piezoelectric_coefficient (ha : a < 0) (hc : 0 < c)
    (hB : 0 < relaxedQuartic b c q) :
    (∃ P S : ℝ → ℝ, P 0 = spontaneousP a b c q ∧ ∀ᶠ E in 𝓝 (0 : ℝ),
      DifferentiableAt ℝ P E ∧ DifferentiableAt ℝ S E ∧
        IsStationary a b c q E (P E) (S E)) ∧
    ∀ P S : ℝ → ℝ, ContinuousAt P 0 → P 0 = spontaneousP a b c q →
      (∀ᶠ E in 𝓝 (0 : ℝ), IsStationary a b c q E (P E) (S E)) →
      S 0 = q * spontaneousP a b c q ^ 2 / c ∧
        HasDerivAt S (q / (c * √(-a * relaxedQuartic b c q))) 0 := by
  have hs := spontaneousP_sq ha hB
  have hslope : a + 3 * relaxedQuartic b c q * spontaneousP a b c q ^ 2 ≠ 0 :=
    fun h => by linarith
  refine ⟨exists_branch hc.ne' (by linear_combination spontaneousP a b c q * hs) hslope, ?_⟩
  intro P S hP h0 h
  have hS := ((isStationary_iff hc.ne').1 h.self_of_nhds).1
  have hd := (branch_response hc.ne' hP (by rw [h0]; exact hslope) h).2
  rw [h0] at hS hd
  exact ⟨hS, hd.congr_deriv (coefficient_eq ha hc.ne' hB)⟩

/-- For `a < 0`, `c > 0`, `B > 0`, a stationary branch with `P` continuous at `E = 0` that
starts at the reversed spontaneous polarization has `dS/dE = -q / (c √(-a B))` there. -/
theorem reversed_domain (ha : a < 0) (hc : 0 < c) (hB : 0 < relaxedQuartic b c q)
    {P S : ℝ → ℝ} (hP : ContinuousAt P 0) (h0 : P 0 = -spontaneousP a b c q)
    (h : ∀ᶠ E in 𝓝 (0 : ℝ), IsStationary a b c q E (P E) (S E)) :
    HasDerivAt S (-(q / (c * √(-a * relaxedQuartic b c q)))) 0 := by
  have hs := spontaneousP_sq ha hB
  have hd := (branch_response hc.ne' hP
    (by rw [h0, neg_sq]; exact fun h => by linarith) h).2
  rw [h0, neg_sq] at hd
  refine hd.congr_deriv ?_
  rw [← coefficient_eq ha hc.ne' hB]
  ring

/-- For `a ≠ 0` and `c ≠ 0`, a stationary branch with `P` continuous at `E = 0` and `P = 0`
there has no linear strain response to the field. -/
theorem nonpolar_branch (ha : a ≠ 0) (hc : c ≠ 0) {P S : ℝ → ℝ}
    (hP : ContinuousAt P 0) (h0 : P 0 = 0)
    (h : ∀ᶠ E in 𝓝 (0 : ℝ), IsStationary a b c q E (P E) (S E)) :
    HasDerivAt S 0 0 :=
  (branch_response hc hP (by simpa [h0] using ha) h).2.congr_deriv (by simp [h0])

end

end LandauPiezoelectricity
```

```lean
#print axioms LandauPiezoelectricity.polar_state_minimizes
#print axioms LandauPiezoelectricity.piezoelectric_coefficient
#print axioms LandauPiezoelectricity.reversed_domain
#print axioms LandauPiezoelectricity.nonpolar_branch
```

```
'LandauPiezoelectricity.polar_state_minimizes' depends on axioms: [propext, Classical.choice, Quot.sound]
'LandauPiezoelectricity.piezoelectric_coefficient' depends on axioms: [propext, Classical.choice, Quot.sound]
'LandauPiezoelectricity.reversed_domain' depends on axioms: [propext, Classical.choice, Quot.sound]
'LandauPiezoelectricity.nonpolar_branch' depends on axioms: [propext, Classical.choice, Quot.sound]
```

### What the statements say about the crystal

All quantities are real numbers: one polarization component, one strain and one field component. `freeEnergy` includes the term $-EP$, so it is the potential at given field, which many texts call by another name. The letter `q` is the coupling in the energy; the electrostrictive coefficient in $S=QP^2$ is $Q=q/c$. `relaxedQuartic` is $B$, and `spontaneousP` is $P_s$.

`IsStationary` says that both partial derivatives of the energy exist and are zero. A branch is a pair of functions `P S : ℝ → ℝ`, and `∀ᶠ E in 𝓝 (0 : ℝ)` means "for all fields in some neighbourhood of zero".

The main theorem, `piezoelectric_coefficient`, has two parts. First, a stationary branch exists that starts at $P_s$ and is differentiable at every field near zero. Second, every stationary branch that starts there with $P$ continuous at $E=0$ has $S(0)=qP_s^2/c$ and the stated derivative. For $q\ne0$, mere stationarity would not fix the sign: a function equal to $P_s$ at $E=0$ but on the negative branch at all other fields has the same strain at zero field and the opposite slope.

The hypotheses have direct meanings. The condition $a<0$ makes the unpolarized state unstable, $c>0$ is a positive elastic stiffness at fixed polarization, and $B>0$ keeps the energy bounded below once the strain has relaxed. These signs are assumed, not derived from a microscopic model.

The step left to physics is that a real sample follows this branch as one homogeneous domain. Within this one-component quartic model, coefficients fitted to total-energy calculations can be turned into a zero-stress piezoelectric coefficient; a quartic coefficient fitted at fixed strain is $b$, while one fitted with relaxed strain is already $B$.

### From the equation of state to the coefficient

`isStationary_iff` computes the two partial derivatives and uses uniqueness of derivatives to turn stationarity into the strain relation and the equation of state. Rewriting with the strain relation eliminates $S$, and the `linear_combination` steps check the remaining algebra. `polar_state_minimizes` proves the sum-of-squares identity above and reads off its sign.

`equationOfState_deriv` gives the slope $a+3BP^2$ as a strict derivative, the form that the inverse function theorem needs. `exists_branch` takes the local inverse as $P(E)$ and defines $S(E)$ by the strain relation. The inverse is Lipschitz near zero field, hence continuous there, and the slope remains nonzero nearby. The rule for differentiating an inverse then applies at each of these fields.

`branch_response` applies the same rule to any given branch with $P$ continuous at zero. This yields $dP/dE$ without assuming that $P$ is differentiable, and the product rule for $(q/c)\,P\cdot P$ gives $dS/dE$.

`spontaneousP_sq` establishes $a+BP_s^2=0$. From it, `coefficient_eq` obtains $-aB=(BP_s)^2$ and $a+3BP_s^2=2BP_s^2$, which reduce the general response to $q/(c\sqrt{-aB})$. The main theorem combines these results.

The last two theorems answer the symmetry question through the same response formula. `reversed_domain` inserts $-P_s$ and finds the opposite coefficient; `nonpolar_branch` inserts $P=0$, where $a\ne0$ is enough for a nonzero slope, and finds $dS/dE=0$.
